# Sommerfeld's fine-structure energies from the relativistic radial action

## Turning points at 1 and 4

Consider
$$\int_1^4\frac{\sqrt{(r-1)(4-r)}}{r}\,dr .$$
A primitive of the integrand is
$$\sqrt{(r-1)(4-r)}+\tfrac52\arcsin\frac{2r-5}{3}-2\arcsin\frac{5-8/r}{3}.$$
The square root vanishes at both ends, and each arcsine runs from $-\pi/2$ to $\pi/2$. The integral is therefore $\pi(\tfrac52-2)=\pi/2$: $\pi$ times the arithmetic mean of the endpoints minus their geometric mean. For a given Coulomb field and angular momentum, the energy fixes both means.

## An electron between two radii

In atomic units, an electron of energy $E$, rest energy $c^2$ included, moves in the field of a point charge $Z$ with angular momentum $k$. Its squared radial momentum is
$$p^2=\frac{(E+Z/r)^2-c^4}{c^2}-\frac{k^2}{r^2}.$$
Here $c$ is the speed of light, about 137 in these units. Write $a=Z/c$. For $|E|<c^2$ the electron cannot escape. For $k>a>0$ the centrifugal term outweighs the relativistic $1/r^2$ attraction, which keeps the electron away from the nucleus. Any motion the energy allows is then either a circular orbit or runs between turning points $0<u<v$, where $p^2=0$.

The old quantum theory postulates that the action over a full radial cycle is a whole multiple of $2\pi$ (with $\hbar=1$), so that $\int_u^v p\,dr=m\pi$.

## Which energies satisfy the condition

In Lean, `radialMomentumSq` is $p^2$, `radialAction` is $\int_u^v p\,dr$, and `sommerfeldEnergy` is
$$\frac{c^2}{\sqrt{1+a^2/(m+\gamma)^2}},\qquad \gamma=\sqrt{k^2-a^2}.$$
All parameters are real numbers; whole-number values of $m$ and $k$ are the physical choice.

- `integral_sqrt_div`: for $0<u<v$, $\int_u^v\sqrt{(r-u)(v-r)}/r\,dr=\pi\left(\tfrac{u+v}2-\sqrt{uv}\right)$.
- `quantisation_iff`: if $c>0$, $|E|<c^2$ and $0<u<v$ are turning points, the action is $m\pi$ exactly when $aE/\sqrt{c^4-E^2}=m+\gamma$. The condition $k>a$ is not assumed, since two positive turning points already force $k^2>a^2$.
- `sommerfeld_spectrum`: for $c,Z,m>0$ and $k>a$, an energy satisfies $|E|<c^2$ and has two positive turning points with action $m\pi$ exactly when it is the Sommerfeld energy.

The case $m=0$, which contains the ground state ($k=1$), is excluded from the last theorem because the turning points merge there into a circular orbit. The formula with $m=0$ still gives the energy of that orbit, since the two roots of $p^2$ coincide exactly when $aE/\sqrt{c^4-E^2}=\gamma$.

The spectrum here is that of the action condition, and no Dirac operator is diagonalised. With $k=j+\tfrac12$ and $m$ the radial quantum number, the formula agrees with the Dirac levels of one electron around a point nucleus, so in that one-electron limit it can serve as a reference for four-component codes.

## Derivation

**The integral.** Put $R=\sqrt{(r-u)(v-r)}$. The general primitive is
$$R+\frac{u+v}2\arcsin\frac{2r-u-v}{v-u}-\sqrt{uv}\,\arcsin\frac{u+v-2uv/r}{v-u}.$$
The two arcsines have derivatives $1/R$ and $\sqrt{uv}/(rR)$, so the total derivative is
$$\frac{u+v-2r}{2R}+\frac{u+v}{2R}-\frac{uv}{rR}=\frac{(r-u)(v-r)}{rR}=\frac Rr.$$
The endpoint values are as in the example.

**The action.** Let $D=c^4-E^2>0$. Then
$$c^2r^2p^2=-Dr^2+2EZr-(c^2k^2-Z^2).$$
The roots satisfy $u+v=2EZ/D$ and $uv=c^2\gamma^2/D$, and between them $p=\frac{\sqrt D}{c}\frac Rr$. Hence
$$\int_u^v p\,dr=\pi\frac{\sqrt D}{c}\left(\frac{EZ}{D}-\frac{c\gamma}{\sqrt D}\right)=\pi\left(\frac{aE}{\sqrt D}-\gamma\right).$$
Setting this equal to $m\pi$ gives the condition.

**The energy.** Let $N=m+\gamma>0$. From $aE=N\sqrt D$ we get $E>0$, and squaring gives $E^2(N^2+a^2)=N^2c^4$. The positive root is the Sommerfeld energy.

**Existence.** Conversely, this energy lies below $c^2$ and gives $aE/\sqrt D=N>\gamma$. The quadratic then has the distinct positive roots
$$\frac{c\left(N\pm\sqrt{N^2-\gamma^2}\right)}{\sqrt D}.$$

## The non-relativistic neighbour

The same integral handles $p^2=2(E+Z/r)-k^2/r^2$ with $E<0$ and $Z,k,m>0$, where $E$ no longer includes the rest energy. Now $u+v=Z/|E|$ and $uv=k^2/(2|E|)$, so the action is $\pi(Z/\sqrt{2|E|}-k)$. Setting it to $m\pi$ gives the Bohr energies $E=-Z^2/(2(m+k)^2)$. This variant is worked by hand and is not in the file.

## The Lean file

```lean
import Mathlib

open Real

namespace DiracCoulombSommerfeld

noncomputable section

/-- Squared radial momentum of a relativistic electron (unit mass) of energy `E`, rest energy
included, and angular momentum `k` in the Coulomb field of a charge `Z`. -/
def radialMomentumSq (c Z k E r : ℝ) : ℝ :=
  ((E + Z / r) ^ 2 - c ^ 4) / c ^ 2 - k ^ 2 / r ^ 2

/-- The radial action: the integral of the radial momentum from `u` to `v`. -/
def radialAction (c Z k E u v : ℝ) : ℝ :=
  ∫ r in u..v, √(radialMomentumSq c Z k E r)

/-- The Sommerfeld fine-structure energy with radial quantum number `m`. -/
def sommerfeldEnergy (c Z k m : ℝ) : ℝ :=
  c ^ 2 / √(1 + (Z / c) ^ 2 / (m + √(k ^ 2 - (Z / c) ^ 2)) ^ 2)

/-- For `0 < u < v`, an explicit primitive of the function `√((r - u)(v - r)) / r` between `u` and
`v`. -/
def actionPrimitive (u v r : ℝ) : ℝ :=
  √((r - u) * (v - r)) + (u + v) / 2 * arcsin ((2 * r - u - v) / (v - u))
    - √(u * v) * arcsin ((u + v - 2 * (u * v) * r⁻¹) / (v - u))

/-- Derivative of an arcsine whose argument `f` satisfies `1 - f² = w²` at the point. -/
lemma hasDerivAt_arcsin_comp {f : ℝ → ℝ} {f' r w : ℝ} (hf : HasDerivAt f f' r)
    (hw : 0 < w) (h : 1 - f r ^ 2 = w ^ 2) :
    HasDerivAt (fun t => arcsin (f t)) (f' / w) r := by
  have hw2 : 0 < w ^ 2 := by positivity
  have h1 : f r ≠ -1 := by
    intro e
    rw [e] at h
    linarith
  have h2 : f r ≠ 1 := by
    intro e
    rw [e] at h
    linarith
  have h3 := (Real.hasDerivAt_arcsin h1 h2).comp r hf
  rw [h, Real.sqrt_sq hw.le] at h3
  exact h3.congr_deriv (by ring)

/-- Between the turning points the primitive has derivative `√((r - u)(v - r)) / r`. -/
theorem hasDerivAt_actionPrimitive {u v r : ℝ} (hu : 0 < u) (hur : u < r) (hrv : r < v) :
    HasDerivAt (actionPrimitive u v) (√((r - u) * (v - r)) / r) r := by
  have hr : 0 < r := hu.trans hur
  have hv : 0 < v := hr.trans hrv
  have hd : 0 < v - u := by linarith
  have hd' : v - u ≠ 0 := hd.ne'
  have hQ : 0 < (r - u) * (v - r) := mul_pos (by linarith) (by linarith)
  have hR := Real.sqrt_pos.2 hQ
  have hR2 := Real.sq_sqrt hQ.le
  have hg := Real.sqrt_pos.2 (mul_pos hu hv)
  have hg2 := Real.sq_sqrt (mul_pos hu hv).le
  have d0 : HasDerivAt (fun t : ℝ => (t - u) * (v - t)) (u + v - 2 * r) r :=
    (((hasDerivAt_id' r).sub_const u).fun_mul ((hasDerivAt_id' r).const_sub v)).congr_deriv
      (by ring)
  have d1 : HasDerivAt (fun t : ℝ => (2 * t - u - v) / (v - u)) (2 / (v - u)) r :=
    (((((hasDerivAt_id' r).const_mul 2).sub_const u).sub_const v).div_const (v - u)).congr_deriv
      (by ring)
  have d2 : HasDerivAt (fun t : ℝ => (u + v - 2 * (u * v) * t⁻¹) / (v - u))
      (2 * (u * v) / r ^ 2 / (v - u)) r :=
    ((((hasDerivAt_inv hr.ne').const_mul (2 * (u * v))).const_sub (u + v)).div_const
      (v - u)).congr_deriv (by ring)
  have a1 := hasDerivAt_arcsin_comp d1 (w := 2 * √((r - u) * (v - r)) / (v - u))
    (by positivity) (by
      rw [div_pow, div_pow, mul_pow, hR2]
      field_simp
      ring)
  have a2 := hasDerivAt_arcsin_comp d2
    (w := 2 * √(u * v) * √((r - u) * (v - r)) / (r * (v - u))) (by positivity) (by
      rw [div_pow, div_pow, mul_pow, mul_pow, hR2, hg2]
      field_simp
      ring)
  refine (((d0.sqrt hQ.ne').fun_add (a1.const_mul ((u + v) / 2))).fun_sub
    (a2.const_mul √(u * v))).congr_deriv ?_
  -- the three contributions combine to (r - u)(v - r) / (r √((r - u)(v - r)))
  generalize √((r - u) * (v - r)) = R at hR hR2 ⊢
  generalize √(u * v) = g at hg ⊢
  have h : R / r = (r - u) * (v - r) / (r * R) := by
    rw [← hR2]
    field_simp
  rw [h]
  field_simp
  ring

/-- The radial phase integral between two positive turning points. -/
theorem integral_sqrt_div {u v : ℝ} (hu : 0 < u) (huv : u < v) :
    ∫ r in u..v, √((r - u) * (v - r)) / r = π * ((u + v) / 2 - √(u * v)) := by
  have hv : 0 < v := hu.trans huv
  have hd : v - u ≠ 0 := (sub_pos.2 huv).ne'
  have hinv : ContinuousOn (fun r : ℝ => r⁻¹) (Set.Icc u v) := fun r hr =>
    (continuousAt_inv₀ (hu.trans_le hr.1).ne').continuousWithinAt
  have hsq : Continuous (fun r : ℝ => √((r - u) * (v - r))) := by fun_prop
  have hcont : ContinuousOn (actionPrimitive u v) (Set.Icc u v) := by
    have c1 : Continuous (fun r : ℝ => (2 * r - u - v) / (v - u)) := by fun_prop
    have c2 : ContinuousOn (fun r : ℝ => (u + v - 2 * (u * v) * r⁻¹) / (v - u))
        (Set.Icc u v) :=
      (continuousOn_const.sub (continuousOn_const.mul hinv)).div_const _
    exact (hsq.continuousOn.add (continuousOn_const.mul
      (Real.continuous_arcsin.comp c1).continuousOn)).sub
      (continuousOn_const.mul (Real.continuous_arcsin.comp_continuousOn c2))
  have hint : IntervalIntegrable (fun r : ℝ => √((r - u) * (v - r)) / r)
      MeasureTheory.volume u v := by
    apply ContinuousOn.intervalIntegrable
    rw [Set.uIcc_of_le huv.le]
    simp only [div_eq_mul_inv]
    exact hsq.continuousOn.mul hinv
  rw [intervalIntegral.integral_eq_sub_of_hasDerivAt_of_le huv.le hcont
    (fun r hr => hasDerivAt_actionPrimitive hu hr.1 hr.2) hint]
  -- both arcsines run from -π/2 to π/2
  have b1 : (2 * v - u - v) / (v - u) = 1 := by rw [div_eq_iff hd]; ring
  have b2 : (2 * u - u - v) / (v - u) = -1 := by rw [div_eq_iff hd]; ring
  have e3 : 2 * (u * v) * v⁻¹ = 2 * u := by field_simp
  have e4 : 2 * (u * v) * u⁻¹ = 2 * v := by field_simp
  have b3 : (u + v - 2 * (u * v) * v⁻¹) / (v - u) = 1 := by rw [div_eq_iff hd, e3]; ring
  have b4 : (u + v - 2 * (u * v) * u⁻¹) / (v - u) = -1 := by rw [div_eq_iff hd, e4]; ring
  simp only [actionPrimitive, b1, b2, b3, b4, sub_self, mul_zero, zero_mul, Real.sqrt_zero,
    Real.arcsin_one, Real.arcsin_neg_one]
  ring

/-- The squared radial momentum over a common denominator. -/
lemma radialMomentumSq_eq {c Z k E r : ℝ} (hc : c ≠ 0) (hr : r ≠ 0) :
    radialMomentumSq c Z k E r =
      (-(c ^ 4 - E ^ 2) * r ^ 2 + 2 * (E * Z) * r - (c ^ 2 * k ^ 2 - Z ^ 2))
        / (c ^ 2 * r ^ 2) := by
  unfold radialMomentumSq
  field_simp
  ring

/-- The turning points are the nonzero roots of a quadratic equation. -/
lemma turning_point_iff {c Z k E r : ℝ} (hc : c ≠ 0) (hr : r ≠ 0) :
    radialMomentumSq c Z k E r = 0 ↔
      (c ^ 4 - E ^ 2) * r ^ 2 - 2 * (E * Z) * r + (c ^ 2 * k ^ 2 - Z ^ 2) = 0 := by
  have hne : c ^ 2 * r ^ 2 ≠ 0 := by positivity
  rw [radialMomentumSq_eq hc hr, div_eq_zero_iff, or_iff_left hne]
  constructor <;> intro h <;> linarith

lemma gap_pos {c E : ℝ} (hE : |E| < c ^ 2) : 0 < c ^ 4 - E ^ 2 := by
  obtain ⟨h1, h2⟩ := abs_lt.1 hE
  have h := mul_pos (sub_pos.2 h2) (by linarith : 0 < c ^ 2 + E)
  linarith [show (c ^ 2 - E) * (c ^ 2 + E) = c ^ 4 - E ^ 2 by ring]

/-- The radial action between two positive turning points, in closed form. -/
theorem radialAction_eq {c Z k E u v : ℝ} (hc : 0 < c) (hE : |E| < c ^ 2) (hu : 0 < u)
    (huv : u < v) (h1 : radialMomentumSq c Z k E u = 0)
    (h2 : radialMomentumSq c Z k E v = 0) :
    radialAction c Z k E u v =
      π * (Z / c * E / √(c ^ 4 - E ^ 2) - √(k ^ 2 - (Z / c) ^ 2)) := by
  have hv : 0 < v := hu.trans huv
  have hD := gap_pos hE
  have hs := Real.sqrt_pos.2 hD
  have hs2 := Real.sq_sqrt hD.le
  rw [turning_point_iff hc.ne' hu.ne'] at h1
  rw [turning_point_iff hc.ne' hv.ne'] at h2
  -- sum and product of the turning points
  have hsum : (c ^ 4 - E ^ 2) * (u + v) = 2 * (E * Z) := by
    apply mul_left_cancel₀ (sub_pos.2 huv).ne'
    linear_combination h2 - h1
  have hprod : (c ^ 4 - E ^ 2) * (u * v) = c ^ 2 * k ^ 2 - Z ^ 2 := by
    linear_combination u * hsum - h1
  have hcongr : radialAction c Z k E u v =
      ∫ r in u..v, √(c ^ 4 - E ^ 2) / c * (√((r - u) * (v - r)) / r) := by
    unfold radialAction
    apply intervalIntegral.integral_congr
    intro r hr
    rw [Set.uIcc_of_le huv.le] at hr
    have hr0 : 0 < r := hu.trans_le hr.1
    have hQ : 0 ≤ (r - u) * (v - r) := mul_nonneg (sub_nonneg.2 hr.1) (sub_nonneg.2 hr.2)
    have num : -(c ^ 4 - E ^ 2) * r ^ 2 + 2 * (E * Z) * r - (c ^ 2 * k ^ 2 - Z ^ 2)
        = (c ^ 4 - E ^ 2) * ((r - u) * (v - r)) := by
      linear_combination -r * hsum + hprod
    have h : radialMomentumSq c Z k E r =
        (√(c ^ 4 - E ^ 2) / c * (√((r - u) * (v - r)) / r)) ^ 2 := by
      rw [radialMomentumSq_eq hc.ne' hr0.ne', num, mul_pow, div_pow, div_pow, hs2,
        Real.sq_sqrt hQ, div_mul_div_comm]
    show √(radialMomentumSq c Z k E r) = √(c ^ 4 - E ^ 2) / c * (√((r - u) * (v - r)) / r)
    rw [h, Real.sqrt_sq (by positivity)]
  have e1 : √(c ^ 4 - E ^ 2) / c * ((u + v) / 2) = Z / c * E / √(c ^ 4 - E ^ 2) := by
    rw [eq_div_iff hs.ne']
    linear_combination (u + v) / (2 * c) * hs2 + 1 / (2 * c) * hsum
  have e2 : √(c ^ 4 - E ^ 2) / c * √(u * v) = √(k ^ 2 - (Z / c) ^ 2) := by
    have h : k ^ 2 - (Z / c) ^ 2 = (√(c ^ 4 - E ^ 2) / c * √(u * v)) ^ 2 := by
      rw [mul_pow, div_pow √(c ^ 4 - E ^ 2), hs2, Real.sq_sqrt (mul_pos hu hv).le,
        div_mul_eq_mul_div, hprod]
      field_simp
    rw [h, Real.sqrt_sq (by positivity)]
  rw [hcongr, intervalIntegral.integral_const_mul, integral_sqrt_div hu huv]
  linear_combination π * e1 - π * e2

/-- The radial action between two positive turning points equals `m π` exactly when `a E / √(c⁴ -
E²) = m + √(k² - a²)`, with `a = Z / c`. -/
theorem quantisation_iff {c Z k E u v : ℝ} (m : ℝ) (hc : 0 < c) (hE : |E| < c ^ 2)
    (hu : 0 < u) (huv : u < v) (h1 : radialMomentumSq c Z k E u = 0)
    (h2 : radialMomentumSq c Z k E v = 0) :
    radialAction c Z k E u v = m * π ↔
      Z / c * E / √(c ^ 4 - E ^ 2) = m + √(k ^ 2 - (Z / c) ^ 2) := by
  rw [radialAction_eq hc hE hu huv h1 h2]
  constructor
  · intro h
    have h' := mul_left_cancel₀ Real.pi_ne_zero (h.trans (mul_comm _ _))
    linarith
  · intro h
    rw [h]
    ring

/-- The condition `a E / √(c⁴ - E²) = N` solved for the energy. -/
theorem energy_iff {a c E N : ℝ} (hc : 0 < c) (ha : 0 < a) (hN : 0 < N) (hE : |E| < c ^ 2) :
    a * E / √(c ^ 4 - E ^ 2) = N ↔ E = c ^ 2 / √(1 + a ^ 2 / N ^ 2) := by
  have hD := gap_pos hE
  have hs := Real.sqrt_pos.2 hD
  have hs2 := Real.sq_sqrt hD.le
  have hW : 0 < 1 + a ^ 2 / N ^ 2 := by positivity
  have hw := Real.sqrt_pos.2 hW
  have hw2 : √(1 + a ^ 2 / N ^ 2) ^ 2 * N ^ 2 = N ^ 2 + a ^ 2 := by
    rw [Real.sq_sqrt hW.le]
    field_simp
  rw [div_eq_iff hs.ne', eq_div_iff hw.ne']
  generalize √(c ^ 4 - E ^ 2) = s at hs hs2 ⊢
  generalize √(1 + a ^ 2 / N ^ 2) = w at hw hw2 ⊢
  -- in both directions the energy is positive, so squares may be compared
  constructor
  · intro h
    have hE0 : 0 < E := (mul_pos_iff_of_pos_left ha).1 (by rw [h]; positivity)
    apply (sq_eq_sq₀ (by positivity) (by positivity)).1
    apply mul_left_cancel₀ (pow_pos hN 2).ne'
    linear_combination E ^ 2 * hw2 + (a * E + N * s) * h + N ^ 2 * hs2
  · intro h
    have hE0 : 0 < E := (mul_pos_iff_of_pos_right hw).1 (by rw [h]; positivity)
    apply (sq_eq_sq₀ (by positivity) (by positivity)).1
    linear_combination -N ^ 2 * hs2 - E ^ 2 * hw2 + N ^ 2 * (E * w + c ^ 2) * h

/-- Two positive turning points exist when `a E / √(c⁴ - E²)` exceeds `γ = √(k² - a²) > 0`,
with `a = Z / c`. -/
theorem exists_turning_points {c Z k E γ : ℝ} (hc : 0 < c) (hE : |E| < c ^ 2) (hγ : 0 < γ)
    (hγ2 : γ ^ 2 = k ^ 2 - (Z / c) ^ 2) (hN : γ < Z / c * E / √(c ^ 4 - E ^ 2)) :
    ∃ u v, 0 < u ∧ u < v ∧ radialMomentumSq c Z k E u = 0 ∧
      radialMomentumSq c Z k E v = 0 := by
  have hs := Real.sqrt_pos.2 (gap_pos hE)
  have hs2 := Real.sq_sqrt (gap_pos hE).le
  obtain ⟨N, hq⟩ : ∃ N, Z / c * E / √(c ^ 4 - E ^ 2) = N := ⟨_, rfl⟩
  rw [hq] at hN
  rw [div_eq_iff hs.ne'] at hq
  have hcZ : c * (Z / c) = Z := by field_simp
  generalize Z / c = a at hγ2 hq hcZ
  generalize √(c ^ 4 - E ^ 2) = s at hs hs2 hq
  have root : ∀ t, 0 < N + t → t ^ 2 = N ^ 2 - γ ^ 2 →
      radialMomentumSq c Z k E (c * (N + t) / s) = 0 := by
    intro t h0 ht
    have hr : c * (N + t) / s * s = c * (N + t) := div_mul_cancel₀ _ hs.ne'
    have hr0 : 0 < c * (N + t) / s := div_pos (mul_pos hc h0) hs
    generalize c * (N + t) / s = r at hr hr0 ⊢
    rw [turning_point_iff hc.ne' hr0.ne']
    have hEZ : E * Z = c * N * s := by linear_combination c * hq - E * hcZ
    have hC : c ^ 2 * γ ^ 2 = c ^ 2 * k ^ 2 - Z ^ 2 := by
      linear_combination c ^ 2 * hγ2 - (c * a + Z) * hcZ
    linear_combination -r ^ 2 * hs2 - 2 * r * hEZ - hC
      - (2 * c * N - (r * s + c * (N + t))) * hr + c ^ 2 * ht
  have hpos : 0 < N ^ 2 - γ ^ 2 := by nlinarith
  have hq0 := Real.sqrt_pos.2 hpos
  have hq2 := Real.sq_sqrt hpos.le
  have hqN : √(N ^ 2 - γ ^ 2) < N :=
    (Real.sqrt_lt' (hγ.trans hN)).2 (by linarith [pow_pos hγ 2])
  generalize √(N ^ 2 - γ ^ 2) = q at hq0 hq2 hqN
  refine ⟨c * (N + -q) / s, c * (N + q) / s, div_pos (mul_pos hc (by linarith)) hs, ?_,
    root _ (by linarith) (by rw [neg_sq, hq2]), root _ (by linarith) hq2⟩
  exact div_lt_div_of_pos_right (mul_lt_mul_of_pos_left (by linarith) hc) hs

/-- For `k > Z / c` and `m > 0`, an energy with `|E| < c²` has two positive turning points with
radial action `m π` between them exactly when it is the Sommerfeld energy. -/
theorem sommerfeld_spectrum {c Z k m E : ℝ} (hc : 0 < c) (hZ : 0 < Z) (hk : Z / c < k)
    (hm : 0 < m) :
    (|E| < c ^ 2 ∧ ∃ u v, 0 < u ∧ u < v ∧ radialMomentumSq c Z k E u = 0 ∧
      radialMomentumSq c Z k E v = 0 ∧ radialAction c Z k E u v = m * π) ↔
      E = sommerfeldEnergy c Z k m := by
  have ha : 0 < Z / c := div_pos hZ hc
  have hg : 0 < k ^ 2 - (Z / c) ^ 2 := by nlinarith
  have hγ := Real.sqrt_pos.2 hg
  have hN : 0 < m + √(k ^ 2 - (Z / c) ^ 2) := by linarith
  constructor
  · rintro ⟨hE, u, v, hu, huv, h1, h2, h3⟩
    exact (energy_iff hc ha hN hE).1 ((quantisation_iff m hc hE hu huv h1 h2).1 h3)
  · intro h
    have hE : |E| < c ^ 2 := by
      have hx : 0 < (Z / c) ^ 2 / (m + √(k ^ 2 - (Z / c) ^ 2)) ^ 2 :=
        div_pos (pow_pos ha 2) (pow_pos hN 2)
      have hw : 1 < √(1 + (Z / c) ^ 2 / (m + √(k ^ 2 - (Z / c) ^ 2)) ^ 2) :=
        Real.lt_sqrt_of_sq_lt (by rw [one_pow]; linarith)
      rw [h, sommerfeldEnergy, abs_of_pos (div_pos (pow_pos hc 2) (by linarith))]
      exact div_lt_self (pow_pos hc 2) hw
    have hq := (energy_iff hc ha hN hE).2 h
    obtain ⟨u, v, hu, huv, h1, h2⟩ :=
      exists_turning_points hc hE hγ (Real.sq_sqrt hg.le) (by rw [hq]; linarith)
    exact ⟨hE, u, v, hu, huv, h1, h2, (quantisation_iff m hc hE hu huv h1 h2).2 hq⟩

end

end DiracCoulombSommerfeld
```

```lean
#print axioms DiracCoulombSommerfeld.sommerfeld_spectrum
```

```
'DiracCoulombSommerfeld.sommerfeld_spectrum' depends on axioms: [propext, Classical.choice, Quot.sound]
```

## How the proof follows the derivation

`hasDerivAt_arcsin_comp` is the chain rule for an arcsine when $1-f^2$ is a known square. `hasDerivAt_actionPrimitive` applies it twice and combines the three terms with `field_simp` and `ring`. The derivative is needed only inside the interval, where $R>0$; `integral_sqrt_div` adds continuity up to the endpoints and applies the fundamental theorem of calculus.

`radialMomentumSq_eq` and `turning_point_iff` clear denominators, and `gap_pos` proves $D>0$. In `radialAction_eq`, subtracting the two root equations and cancelling $v-u$ gives the sum `hsum`; the product `hprod` follows. These factor $p^2$ as a square, whose non-negative root is the integrand. `quantisation_iff` then cancels $\pi$.

`energy_iff` shows $E>0$ in each direction before comparing squares; `linear_combination` does the algebra. In `exists_turning_points`, the local claim `root` checks both signs of the square root at once. `sommerfeld_spectrum` joins these results and verifies $|E|<c^2$ for the closed expression.
